# Every finite real symmetric coefficient matrix is diagonal in some set of orthonormal orbitals

Let `C` be a real symmetric matrix over a finite index set. The theorem `exists_natural` states that there is a real matrix `U` with `Uᵀ * U = 1` and `Uᵀ * C * U` diagonal. If the entries of `C` are coefficients with respect to an orthonormal basis of real orbitals, the columns of `U` are the components, in that basis, of new orthonormal orbitals in which `C` has no off-diagonal entries. In a basis with overlap, `Uᵀ * U = 1` would not express orthonormality of the new orbitals. Nothing else is assumed of `C`, neither positivity nor a fixed trace. The proof takes the eigenvectors of `C` as the columns of `U`, shows entry by entry that they are orthonormal, and then uses the eigenvalue equation to reach the diagonal form.

An attempt in Lean 4 with a fault in it:

```lean
import Mathlib

open Matrix

namespace ExistsNatural

noncomputable section

variable {n : Type*} [Fintype n] [DecidableEq n]

/-- The columns of `U` are orthonormal orbitals in which the coefficient matrix `C`
is diagonal. -/
def IsNatural (C U : Matrix n n ℝ) : Prop :=
  Uᵀ * U = 1 ∧ (Uᵀ * C * U).IsDiag

/-- Every real symmetric coefficient matrix is diagonal in some set of orthonormal
orbitals. -/
theorem exists_natural {C : Matrix n n ℝ} (hC : C.IsSymm) : ∃ U, IsNatural C U := by
  have hH : C.IsHermitian := by
    rw [Matrix.IsHermitian, Matrix.conjTranspose_eq_transpose_of_trivial]
    exact hC
  -- the columns of `U` are the eigenvectors of `C`
  let U : Matrix n n ℝ := fun i j => hH.eigenvectorBasis j i
  have horth : Uᵀ * U = 1 := by
    ext i j
    have h := orthonormal_iff_ite.1 hH.eigenvectorBasis.orthonormal i j
    rw [PiLp.inner_apply] at h
    rw [Matrix.one_apply, ← h, Matrix.mul_apply]
    refine Finset.sum_congr rfl fun k _ => ?_
    simp [U, mul_comm]
  have hev : C * U = U * Matrix.diagonal hH.eigenvalues := by
    ext i j
    have h := congrFun (hH.mulVec_eigenvectorBasis j) i
    rw [Matrix.mul_diagonal]
    exact h.trans (mul_comm (hH.eigenvalues j) (U i j))
  refine ⟨U, horth, ?_⟩
  rw [Matrix.mul_assoc, hev, ← Matrix.mul_assoc, horth, Matrix.one_mul]
  exact Matrix.isDiag_diagonal _

end

end ExistsNatural
```

Messages:

```
Main.lean:24:29: error: unsolved goals
n : Type u_1
inst✝¹ : Fintype n
inst✝ : DecidableEq n
C : Matrix n n ℝ
hC : C.IsSymm
hH : C.IsHermitian
U : Matrix n n ℝ := fun i j => (hH.eigenvectorBasis j).ofLp i
i j : n
h : ∑ i_1, inner ℝ ((hH.eigenvectorBasis i).ofLp i_1) ((hH.eigenvectorBasis j).ofLp i_1) = if i = j then 1 else 0
k : n
x✝ : k ∈ Finset.univ
⊢ (hH.eigenvectorBasis j).ofLp k * (fun i j => (hH.eigenvectorBasis j).ofLp i)ᵀ i k =
    (hH.eigenvectorBasis i).ofLp k * (hH.eigenvectorBasis j).ofLp k
```

After these edits no error is left:

```diff
@@ -28,5 +28,6 @@
     rw [Matrix.one_apply, ← h, Matrix.mul_apply]
     refine Finset.sum_congr rfl fun k _ => ?_
-    simp [U, mul_comm]
+    change (hH.eigenvectorBasis i).ofLp k * (hH.eigenvectorBasis j).ofLp k = _
+    simp [mul_comm]
   have hev : C * U = U * Matrix.diagonal hH.eigenvalues := by
     ext i j
```

Cause. The error lies in the proof of `horth`, the orthonormality of the columns. After the sums are compared term by term, `simp [U, mul_comm]` has to show that a product of two matrix entries equals the inner product of two real numbers. It makes progress but doesn't finish, so Lean reports unsolved goals.

The goal that is left is true. Its obstacle is the factor `(fun i j => (hH.eigenvectorBasis j).ofLp i)ᵀ i k`: `simp` has replaced `U` by its defining function but has not evaluated the transpose at `i k`. By definition this entry is `(hH.eigenvectorBasis i).ofLp k`, and with that the two sides differ only in the order of their factors.

The added `change` writes the left side as the explicit product of eigenvector components, which Lean accepts because the two forms are equal by definition. No transpose or `U` remains, so `simp [mul_comm]` has only to turn the real inner product into a product and match the order. `U` is dropped from the `simp` list because it is no longer needed there.
